# The open-circuit voltage of an ideal radiative solar cell depends on its light cones only through their étendue ratio

## Light cones and photon balance

Sunlight reaches the cell in a cone of half-angle $a$ about the surface normal, and luminescence leaves in a cone of half-angle $b$. $S$ is the photon radiance of the sunlight, counting only the photons that the cell absorbs, and is uniform over the cone. $T$ is the thermal energy (Boltzmann's constant times temperature), and $V$ is the voltage times the elementary charge, so both are energies. All these quantities are real numbers in Lean.

```lean
import Mathlib

open Real

namespace SolarCellEtendue

noncomputable section
```

The étendue per unit cell area weights each direction by the cosine of its angle to the normal. With solid-angle element $2\pi\sin x\,dx$,

$$E(\theta)=\int_0^\theta 2\pi\cos x\,\sin x\,dx .$$

```lean
/-- Étendue per unit cell area of a cone of half-angle `θ` about the surface normal:
the solid angle weighted with the cosine of the angle of incidence. -/
def etendue (θ : ℝ) : ℝ := ∫ x in (0 : ℝ)..θ, 2 * π * Real.cos x * Real.sin x
```

At open circuit no current is drawn, so absorbed and emitted photon rates are equal:

$$S\,E(a)=C\,e^{V/T}E(b).$$

The luminescence radiance $C e^{V/T}$ is postulated, and it is taken to be uniform over the cone of half-angle $b$. $C$ stands for the thermal photon radiance at zero voltage, and the exponential is the Boltzmann approximation for carriers whose quasi-Fermi levels are split by $V$. It requires a band gap that exceeds $V$ by several $T$. The balance leaves out non-radiative recombination, absorbed ambient radiation and emission outside the cone $b$. `Balanced` is this equation as a proposition about six real numbers.

```lean
/-- Photon balance at open circuit: absorbed sunlight of photon radiance `S` from a cone of
half-angle `a` equals luminescence of radiance `C exp (V / T)` leaving in a cone of half-angle `b`.
Here `V` is the voltage times the elementary charge and `T ≠ 0` the thermal energy. -/
def Balanced (S C T V a b : ℝ) : Prop :=
  S * etendue a = C * Real.exp (V / T) * etendue b
```

## The étendue of a cone

Since $\frac{d}{dx}\,\pi\sin^2x=2\pi\sin x\cos x$ and $\sin 0=0$,

$$E(\theta)=\pi\sin^2\theta .$$

The proof supplies this antiderivative, with the square written as a product, and applies the fundamental theorem of calculus.

```lean
/-- The étendue of a cone of half-angle `θ` is `π sin² θ`. -/
theorem etendue_eq (θ : ℝ) : etendue θ = π * Real.sin θ ^ 2 := by
  -- `π sin² x` is an antiderivative of the weighted solid angle
  have h : ∀ x ∈ Set.uIcc 0 θ, HasDerivAt (fun y => π * (Real.sin y * Real.sin y))
      (2 * π * Real.cos x * Real.sin x) x := by
    intro x _
    refine (((Real.hasDerivAt_sin x).fun_mul (Real.hasDerivAt_sin x)).const_mul π).congr_deriv ?_
    ring
  rw [etendue, intervalIntegral.integral_eq_sub_of_hasDerivAt h
    (Continuous.intervalIntegrable (by fun_prop) _ _)]
  simp only [Real.sin_zero]
  ring
```

For $0<\theta\le\pi/2$ the sine is positive. In Lean this range is `Set.Ioc 0 (π / 2)`.

```lean
/-- The sine of a half-angle in `(0, π/2]` is positive. -/
theorem sin_pos_of_cone {θ : ℝ} (h : θ ∈ Set.Ioc 0 (π / 2)) : 0 < Real.sin θ :=
  Real.sin_pos_of_pos_of_lt_pi h.1 (by linarith [h.2, Real.pi_pos])
```

Hence $E(\theta)>0$ on the same range, which permits the logarithms below.

```lean
/-- A cone with half-angle in `(0, π/2]` has positive étendue. -/
theorem etendue_pos {θ : ℝ} (h : θ ∈ Set.Ioc 0 (π / 2)) : 0 < etendue θ := by
  rw [etendue_eq]
  exact mul_pos Real.pi_pos (pow_pos (sin_pos_of_cone h) 2)
```

## Solving the balance for the voltage

Let $S,C,T>0$. Both sides of the balance are positive, so it is equivalent to equality of their logarithms:

$$\ln S+\ln E(a)=\ln C+\frac VT+\ln E(b).$$

Solving for $V$ gives

$$V=T\ln\frac SC-T\ln\frac{E(b)}{E(a)} .$$

In the proof, `hlog` is the first equivalence; its backward direction uses injectivity of the logarithm on positive numbers. The rest is linear algebra after multiplication by $T$.

```lean
variable {S C T V V' a b a' b' : ℝ}

/-- For positive `S`, `C`, `T` and half-angles in `(0, π/2]`, photon balance holds exactly when
the voltage is `T ln (S / C)` less `T` times the logarithm of the ratio of outgoing to incoming
étendue. -/
theorem balanced_iff_etendue (hS : 0 < S) (hC : 0 < C) (hT : 0 < T)
    (ha : a ∈ Set.Ioc 0 (π / 2)) (hb : b ∈ Set.Ioc 0 (π / 2)) :
    Balanced S C T V a b ↔
      V = T * Real.log (S / C) - T * Real.log (etendue b / etendue a) := by
  have pa := etendue_pos ha
  have pb := etendue_pos hb
  have pE := Real.exp_pos (V / T)
  unfold Balanced
  rw [Real.log_div hS.ne' hC.ne', Real.log_div pb.ne' pa.ne']
  -- the balance of two positive rates is the equality of their logarithms
  have hlog : S * etendue a = C * Real.exp (V / T) * etendue b ↔
      Real.log S + Real.log (etendue a) = Real.log C + V / T + Real.log (etendue b) := by
    rw [← Real.log_mul hS.ne' pa.ne']
    have e : Real.log (C * Real.exp (V / T) * etendue b)
        = Real.log C + V / T + Real.log (etendue b) := by
      rw [Real.log_mul (mul_pos hC pE).ne' pb.ne', Real.log_mul hC.ne' pE.ne', Real.log_exp]
    rw [← e]
    exact ⟨fun h => congrArg Real.log h, fun h => Real.log_injOn_pos
      (Set.mem_Ioi.mpr (mul_pos hS pa)) (Set.mem_Ioi.mpr (mul_pos (mul_pos hC pE) pb)) h⟩
  rw [hlog]
  constructor
  · intro h
    have h2 : V / T = Real.log S + Real.log (etendue a) - Real.log C - Real.log (etendue b) := by
      linarith
    rw [div_eq_iff hT.ne'] at h2
    linear_combination h2
  · intro h
    have h2 : V / T = Real.log S + Real.log (etendue a) - Real.log C - Real.log (etendue b) := by
      rw [div_eq_iff hT.ne']
      linear_combination h
    linarith
```

The ratio is $E(b)/E(a)=(\sin b/\sin a)^2$, and the logarithm turns the square into a factor of two:

$$V=T\ln\frac SC-2T\ln\frac{\sin b}{\sin a}.$$

The theorem is an equivalence: this voltage balances the cell, and no other does. It needs no ordering of $a$ and $b$, but a reciprocal cell emits into every direction from which it absorbs, so physically $a\le b$.

```lean
/-- Open-circuit voltage: for positive `S`, `C`, `T` and half-angles in `(0, π/2]`, photon balance
holds exactly when `V = T ln (S / C) - 2 T ln (sin b / sin a)`. -/
theorem open_circuit_voltage (hS : 0 < S) (hC : 0 < C) (hT : 0 < T)
    (ha : a ∈ Set.Ioc 0 (π / 2)) (hb : b ∈ Set.Ioc 0 (π / 2)) :
    Balanced S C T V a b ↔
      V = T * Real.log (S / C) - 2 * T * Real.log (Real.sin b / Real.sin a) := by
  have e : T * Real.log (etendue b / etendue a)
      = 2 * T * Real.log (Real.sin b / Real.sin a) := by
    rw [etendue_eq, etendue_eq, mul_div_mul_left _ _ Real.pi_ne_zero, ← div_pow, Real.log_pow]
    push_cast
    ring
  rw [balanced_iff_etendue hS hC hT ha hb, e]
```

## Concentration and angular restriction

Take a second balanced cell with the same $S,C,T$, half-angles $a',b'$ and voltage $V'$. Subtracting the two voltage formulas shows that $V=V'$ exactly when $T\ln\frac{E(b)}{E(a)}=T\ln\frac{E(b')}{E(a')}$. Cancelling $T$ and the logarithm leaves equality of the ratios.

```lean
/-- Two balanced cells with the same positive `S`, `C`, `T` and half-angles in `(0, π/2]` have
equal voltages exactly when their ratios of outgoing to incoming étendue agree. -/
theorem same_voltage_iff (hS : 0 < S) (hC : 0 < C) (hT : 0 < T)
    (ha : a ∈ Set.Ioc 0 (π / 2)) (hb : b ∈ Set.Ioc 0 (π / 2))
    (ha' : a' ∈ Set.Ioc 0 (π / 2)) (hb' : b' ∈ Set.Ioc 0 (π / 2))
    (h : Balanced S C T V a b) (h' : Balanced S C T V' a' b') :
    V = V' ↔ etendue b / etendue a = etendue b' / etendue a' := by
  rw [balanced_iff_etendue hS hC hT ha hb] at h
  rw [balanced_iff_etendue hS hC hT ha' hb'] at h'
  constructor
  · intro e
    have e2 : T * Real.log (etendue b / etendue a) = T * Real.log (etendue b' / etendue a') := by
      linarith
    exact Real.log_injOn_pos (Set.mem_Ioi.mpr (div_pos (etendue_pos hb) (etendue_pos ha)))
      (Set.mem_Ioi.mpr (div_pos (etendue_pos hb') (etendue_pos ha')))
      (mul_left_cancel₀ hT.ne' e2)
  · intro e
    rw [h, h', e]
```

Now let optics concentrate the incoming light, $E(a')=X\,E(a)$, and restrict the emission, $E(b')=E(b)/Y$. Then

$$V'-V=T\ln\frac{E(b)\,E(a')}{E(a)\,E(b')}=T\ln(XY).$$

Concentration here widens the incoming cone at fixed radiance. Lean writes the restriction as `etendue b = Y * etendue b'`, and the proof obtains $X,Y\neq0$ from the positive étendues.

```lean
/-- Multiplying the incoming étendue by `X` and dividing the outgoing étendue by `Y` changes the
voltage of a balanced cell by `T ln (X Y)`, for positive `S`, `C`, `T` and all half-angles in
`(0, π/2]`. -/
theorem concentration_restriction_gain {X Y : ℝ} (hS : 0 < S) (hC : 0 < C) (hT : 0 < T)
    (ha : a ∈ Set.Ioc 0 (π / 2)) (hb : b ∈ Set.Ioc 0 (π / 2))
    (ha' : a' ∈ Set.Ioc 0 (π / 2)) (hb' : b' ∈ Set.Ioc 0 (π / 2))
    (hX : etendue a' = X * etendue a) (hY : etendue b = Y * etendue b')
    (h : Balanced S C T V a b) (h' : Balanced S C T V' a' b') :
    V' - V = T * Real.log (X * Y) := by
  have pa := etendue_pos ha
  have pb := etendue_pos hb
  have pa' := etendue_pos ha'
  have pb' := etendue_pos hb'
  have hX0 : X ≠ 0 := by
    intro h0
    rw [h0, zero_mul] at hX
    exact pa'.ne' hX
  have hY0 : Y ≠ 0 := by
    intro h0
    rw [h0, zero_mul] at hY
    exact pb.ne' hY
  rw [balanced_iff_etendue hS hC hT ha hb, Real.log_div pb.ne' pa.ne'] at h
  rw [balanced_iff_etendue hS hC hT ha' hb', Real.log_div pb'.ne' pa'.ne'] at h'
  -- both optical factors become additive shifts of the logarithms
  have e1 := congrArg Real.log hX
  have e2 := congrArg Real.log hY
  rw [Real.log_mul hX0 pa.ne'] at e1
  rw [Real.log_mul hY0 pb'.ne'] at e2
  rw [Real.log_mul hX0 hY0]
  linear_combination h' - h + T * e1 + T * e2
```

## The bound for a wider emission cone

Suppose $a\le b$. If $a=b$, the sine ratio is one and $V=T\ln(S/C)$. If $a<b$, the sine increases strictly up to $\pi/2$, so $\ln(\sin b/\sin a)>0$ and $V<T\ln(S/C)$. The proof splits into the same two cases.

```lean
/-- If the emission cone is at least as wide as the cone of sunlight, the voltage of a balanced
cell is at most `T ln (S / C)`, with equality exactly when the cones coincide; `S`, `C`, `T` are
positive and the half-angles lie in `(0, π/2]`. -/
theorem voltage_le_and_eq_iff (hS : 0 < S) (hC : 0 < C) (hT : 0 < T)
    (ha : a ∈ Set.Ioc 0 (π / 2)) (hb : b ∈ Set.Ioc 0 (π / 2)) (hab : a ≤ b)
    (h : Balanced S C T V a b) :
    V ≤ T * Real.log (S / C) ∧ (V = T * Real.log (S / C) ↔ a = b) := by
  rw [open_circuit_voltage hS hC hT ha hb] at h
  have sa := sin_pos_of_cone ha
  rcases hab.eq_or_lt with e | hlt
  · rw [← e, div_self sa.ne', Real.log_one, mul_zero, sub_zero] at h
    exact ⟨h.le, fun _ => e, fun _ => h⟩
  · -- a strictly wider emission cone costs a positive voltage
    have hs : Real.sin a < Real.sin b :=
      Real.sin_lt_sin_of_lt_of_le_pi_div_two (by linarith [ha.1, Real.pi_pos]) hb.2 hlt
    have hl : 0 < Real.log (Real.sin b / Real.sin a) :=
      Real.log_pos ((one_lt_div sa).mpr hs)
    have hp : 0 < 2 * T * Real.log (Real.sin b / Real.sin a) := by positivity
    have hV : V < T * Real.log (S / C) := by linarith
    exact ⟨hV.le, fun e => absurd e hV.ne, fun e => absurd e hlt.ne⟩
```

For emission into the full hemisphere, $b=\pi/2$ and $\sin b=1$. Since $-\ln(1/\sin a)=\ln\sin a$,

$$V=T\ln\frac SC+2T\ln\sin a .$$

```lean
/-- For a cell emitting into the full hemisphere, with positive `S`, `C`, `T` and sunlight of
half-angle `a` in `(0, π/2]`, balance holds exactly when `V = T ln (S / C) + 2 T ln (sin a)`. -/
theorem hemispherical_emission (hS : 0 < S) (hC : 0 < C) (hT : 0 < T)
    (ha : a ∈ Set.Ioc 0 (π / 2)) :
    Balanced S C T V a (π / 2) ↔
      V = T * Real.log (S / C) + 2 * T * Real.log (Real.sin a) := by
  have hb : π / 2 ∈ Set.Ioc 0 (π / 2) := ⟨by positivity, le_refl _⟩
  rw [open_circuit_voltage hS hC hT ha hb, Real.sin_pi_div_two, one_div, Real.log_inv,
    mul_neg, sub_neg_eq_add]

end

end SolarCellEtendue
```

```lean
#print axioms SolarCellEtendue.open_circuit_voltage
#print axioms SolarCellEtendue.concentration_restriction_gain
#print axioms SolarCellEtendue.voltage_le_and_eq_iff
#print axioms SolarCellEtendue.hemispherical_emission
```

```
'SolarCellEtendue.open_circuit_voltage' depends on axioms: [propext, Classical.choice, Quot.sound]
'SolarCellEtendue.concentration_restriction_gain' depends on axioms: [propext, Classical.choice, Quot.sound]
'SolarCellEtendue.voltage_le_and_eq_iff' depends on axioms: [propext, Classical.choice, Quot.sound]
'SolarCellEtendue.hemispherical_emission' depends on axioms: [propext, Classical.choice, Quot.sound]
```

## A cone of 30 degrees

Let diffuse sunlight fill a cone of 30 degrees uniformly, and let the band gap lie well above 1200 meV, so that the Boltzmann approximation holds. Choose $T=25$ meV, $T\ln(S/C)=1200$ meV, $a=\pi/6$ and $b=\pi/2$. Then $E(a)=\pi/4$, $E(b)=\pi$, and the étendue ratio is 4. The voltage term lost is $25\ln4\approx34.7$ meV, so $V\approx1165.3$ meV. Concentrating with $X=4$ opens the incoming cone to the hemisphere; restricting with $Y=4$ narrows the emission to $\pi/6$. Either change alone restores 1200 meV. Both together would make the emission cone narrower than the cone of sunlight, which a reciprocal cell does not allow.

In a detailed-balance simulation of such a purely radiative cell with Boltzmann emission, the two angles can therefore be replaced by one ratio when computing the open-circuit voltage.
